# With finitely many harmonic modes, an Einstein model at the rms frequency never underestimates the zero-point recoil-free fraction or Doppler shift magnitude

To estimate the recoil-free fraction of a Mössbauer nucleus, I displace that one nucleus in an electronic-structure calculation, read off the restoring force constant $K$, and put the single frequency $\sqrt{K/M}$ into the Einstein formulas, where $M$ is the nuclear mass. I use the same frequency for the second-order Doppler shift.

The real motion is spread over many phonons. The soft ones contribute large displacements and the hard ones contribute large velocities, so I can't tell which way the errors go. At zero temperature, are my two numbers too large or too small?

## Both numbers are too large, unless all the frequencies agree

In a harmonic crystal with finitely many modes, all of positive frequency, your single force constant gives an upper bound on the zero-point recoil-free fraction and on the magnitude of the zero-point Doppler shift. The Einstein model understates the mean square displacement and overstates the mean square velocity. Since the recoil-free fraction falls as the displacement grows, the fraction and the magnitude of the shift both err upwards.

Let mode $i$ have angular frequency $w_i>0$ and weight $p_i>0$. The weight is the squared component, at the nucleus and along the photon direction, of the normalised mass-weighted mode vector, so $\sum_i p_i=1$. Define

$$W=\sqrt{\sum_i p_i w_i^2}.$$

In harmonic lattice dynamics $MW^2$ is the force constant $K$ along the photon direction, felt by the nucleus when all other atoms are held fixed, so $W$ is your frequency. It is not the $W$ of the Debye–Waller factor $e^{-2W}$.

With photon wave number $k$ and speed of light $c$, the zero-point displacement and velocity along one axis, the recoil-free fraction $f$ and the relative shift $\delta$ at an isotropic site are

$$\langle x^2\rangle=\frac{\hbar}{2M}\sum_i\frac{p_i}{w_i},\qquad \langle v^2\rangle=\frac{\hbar}{2M}\sum_i p_iw_i,\qquad f=e^{-k^2\langle x^2\rangle},\qquad \delta=-\frac{3\langle v^2\rangle}{2c^2}.$$

## Two error formulas made of squares

For the mean frequency, expand one term:

$$\frac{p_i}{2W}(w_i-W)^2=\frac{p_iw_i^2}{2W}-p_iw_i+\frac{p_iW}{2}.$$

Now sum over $i$. Because $\sum_i p_iw_i^2=W^2$ and $\sum_i p_i=1$, the first and last terms give $W/2$ each, so

$$W-\sum_i p_iw_i=\sum_i\frac{p_i}{2W}(w_i-W)^2.$$

For the mean inverse frequency, start from $(w_i+2W)(w_i-W)^2=w_i^3-3W^2w_i+2W^3$. Multiplying by $p_i/(2W^3w_i)$ gives

$$\frac{p_i(w_i+2W)}{2W^3w_i}(w_i-W)^2=\frac{p_iw_i^2}{2W^3}-\frac{3p_i}{2W}+\frac{p_i}{w_i}.$$

The first two terms sum to $\frac{1}{2W}-\frac{3}{2W}=-\frac1W$, hence

$$\sum_i\frac{p_i}{w_i}-\frac1W=\sum_i\frac{p_i(w_i+2W)}{2W^3w_i}(w_i-W)^2.$$

Both right-hand sides are sums of squares with positive coefficients. They are nonnegative, and they vanish only if every $w_i=W$. Conversely, if all frequencies share a value $w$, then $W^2=w^2$ and $W=w$. Therefore

$$f\le \exp\!\left(-\frac{\hbar k^2}{2MW}\right),\qquad |\delta|=\frac{3\hbar}{4Mc^2}\sum_i p_iw_i\le\frac{3\hbar W}{4Mc^2},$$

where, for $k\neq0$, equality holds in either bound exactly when all frequencies coincide. The second error formula also gives the factor that corrects the Einstein value of $f$:

$$f=\exp\!\left(-\frac{\hbar k^2}{2MW}\right)\exp\!\left(-\frac{\hbar k^2}{2M}\sum_i\frac{p_i(w_i+2W)}{2W^3w_i}(w_i-W)^2\right).$$

Here is the same argument in Lean.

```lean
import Mathlib

open Finset

namespace MoessbauerEinsteinModel

noncomputable section

variable {ι : Type*} [Fintype ι]

/-- The Einstein frequency `W`: for positive weights `p` summing to one, the root mean square of the
phonon frequencies `w`. -/
def einsteinFreq (p w : ι → ℝ) : ℝ := √(∑ i, p i * w i ^ 2)

/-- Zero-point mean square displacement, along one direction, of a nucleus of mass `M`; the domain
is `M > 0`, positive frequencies and positive weights summing to one. -/
def zeroPointMSD (ħ M : ℝ) (p w : ι → ℝ) : ℝ := ħ / (2 * M) * ∑ i, p i / w i

/-- Zero-point mean square velocity, along one direction, of a nucleus of mass `M`; the domain is
`M > 0`, positive frequencies and positive weights summing to one. -/
def zeroPointVelSq (ħ M : ℝ) (p w : ι → ℝ) : ℝ := ħ / (2 * M) * ∑ i, p i * w i

/-- Zero-point recoil-free fraction for a photon of wave number `k`; the domain is `M > 0`, positive
frequencies and positive weights summing to one. -/
def recoilFree (ħ M k : ℝ) (p w : ι → ℝ) : ℝ :=
  Real.exp (-(k ^ 2 * zeroPointMSD ħ M p w))

/-- Relative second-order Doppler shift from zero-point motion at an isotropic site, with speed of
light `c > 0`, mass `M > 0`, positive frequencies and positive weights summing to one. -/
def dopplerShift (ħ M c : ℝ) (p w : ι → ℝ) : ℝ :=
  -(3 * zeroPointVelSq ħ M p w) / (2 * c ^ 2)

/-- For positive frequencies and positive weights summing to one, the Einstein frequency is
positive and its square is the weighted mean of the squared frequencies. -/
theorem einsteinFreq_pos_and_sq {p w : ι → ℝ} (hp : ∀ i, 0 < p i) (hw : ∀ i, 0 < w i)
    (hsum : ∑ i, p i = 1) :
    0 < einsteinFreq p w ∧ einsteinFreq p w ^ 2 = ∑ i, p i * w i ^ 2 := by
  have hne : (Finset.univ : Finset ι).Nonempty := by
    rw [Finset.nonempty_iff_ne_empty]
    intro h
    rw [h] at hsum
    simp at hsum
  have hpos : 0 < ∑ i, p i * w i ^ 2 :=
    Finset.sum_pos (fun i _ => mul_pos (hp i) (pow_pos (hw i) 2)) hne
  exact ⟨Real.sqrt_pos.mpr hpos, Real.sq_sqrt hpos.le⟩

/-- For positive frequencies and weights summing to one, every frequency equals the Einstein
frequency exactly when all frequencies coincide. -/
theorem eq_einsteinFreq_iff {p w : ι → ℝ} (hw : ∀ i, 0 < w i) (hsum : ∑ i, p i = 1) :
    (∀ i, w i = einsteinFreq p w) ↔ ∀ i j, w i = w j := by
  constructor
  · intro h i j
    exact (h i).trans (h j).symm
  · intro h i
    have hs : ∑ j, p j * w j ^ 2 = w i ^ 2 := by
      calc ∑ j, p j * w j ^ 2 = ∑ j, p j * w i ^ 2 :=
            Finset.sum_congr rfl (fun j _ => by rw [h j i])
        _ = w i ^ 2 := by rw [← Finset.sum_mul, hsum, one_mul]
    rw [einsteinFreq, hs, Real.sqrt_sq (hw i).le]

/-- A spread of frequencies about `W`, taken with positive coefficients, vanishes exactly
when every frequency equals `W`. -/
theorem spread_eq_zero_iff (g w : ι → ℝ) (W : ℝ) (hg : ∀ i, 0 < g i) :
    ∑ i, g i * (w i - W) ^ 2 = 0 ↔ ∀ i, w i = W := by
  rw [Finset.sum_eq_zero_iff_of_nonneg
    (fun i _ => mul_nonneg (hg i).le (sq_nonneg _))]
  constructor
  · intro h i
    rcases mul_eq_zero.mp (h i (Finset.mem_univ i)) with h0 | h0
    · exact absurd h0 (hg i).ne'
    · exact sub_eq_zero.mp ((pow_eq_zero_iff two_ne_zero).mp h0)
  · intro h i _
    rw [h i]
    simp

/-- Exact error of the Einstein model for the mean frequency, for positive frequencies and positive
weights summing to one: the weighted mean square deviation from `W`, divided by `2W`. -/
theorem mean_freq_error {p w : ι → ℝ} (hp : ∀ i, 0 < p i) (hw : ∀ i, 0 < w i)
    (hsum : ∑ i, p i = 1) :
    einsteinFreq p w - ∑ i, p i * w i =
      ∑ i, p i / (2 * einsteinFreq p w) * (w i - einsteinFreq p w) ^ 2 := by
  obtain ⟨hW, hsq⟩ := einsteinFreq_pos_and_sq hp hw hsum
  generalize einsteinFreq p w = W at hW hsq ⊢
  have hterm : ∀ i, p i / (2 * W) * (w i - W) ^ 2 =
      p i * w i ^ 2 * (1 / (2 * W)) - p i * w i + p i * (W / 2) := by
    intro i
    field_simp
    ring
  have h : W ^ 2 * (1 / (2 * W)) = W / 2 := by field_simp
  rw [Finset.sum_congr rfl (fun i _ => hterm i), Finset.sum_add_distrib,
    Finset.sum_sub_distrib, ← Finset.sum_mul, ← Finset.sum_mul, ← hsq, hsum, h]
  ring

/-- Exact error of the Einstein model for the mean inverse frequency, for positive frequencies
and positive weights summing to one. -/
theorem mean_inv_freq_error {p w : ι → ℝ} (hp : ∀ i, 0 < p i) (hw : ∀ i, 0 < w i)
    (hsum : ∑ i, p i = 1) :
    ∑ i, p i / w i - 1 / einsteinFreq p w =
      ∑ i, p i * (w i + 2 * einsteinFreq p w) / (2 * einsteinFreq p w ^ 3 * w i)
        * (w i - einsteinFreq p w) ^ 2 := by
  obtain ⟨hW, hsq⟩ := einsteinFreq_pos_and_sq hp hw hsum
  generalize einsteinFreq p w = W at hW hsq ⊢
  have hterm : ∀ i, p i * (w i + 2 * W) / (2 * W ^ 3 * w i) * (w i - W) ^ 2 =
      p i * w i ^ 2 * (1 / (2 * W ^ 3)) - p i * (3 / (2 * W)) + p i / w i := by
    intro i
    have hi := (hw i).ne'
    field_simp
    ring
  have h : W ^ 2 * (1 / (2 * W ^ 3)) = 1 / (2 * W) := by field_simp
  rw [Finset.sum_congr rfl (fun i _ => hterm i), Finset.sum_add_distrib,
    Finset.sum_sub_distrib, ← Finset.sum_mul, ← Finset.sum_mul, ← hsq, hsum, h]
  ring

/-- For positive frequencies and positive weights summing to one, the mean inverse frequency
is at least `1/W`, with equality exactly when all frequencies coincide. -/
theorem inv_einsteinFreq_le {p w : ι → ℝ} (hp : ∀ i, 0 < p i) (hw : ∀ i, 0 < w i)
    (hsum : ∑ i, p i = 1) :
    1 / einsteinFreq p w ≤ ∑ i, p i / w i ∧
      (∑ i, p i / w i = 1 / einsteinFreq p w ↔ ∀ i j, w i = w j) := by
  have hW := (einsteinFreq_pos_and_sq hp hw hsum).1
  have herr := mean_inv_freq_error hp hw hsum
  have hg : ∀ i, 0 < p i * (w i + 2 * einsteinFreq p w) /
      (2 * einsteinFreq p w ^ 3 * w i) := by
    intro i
    have h1 := hp i
    have h2 := hw i
    positivity
  constructor
  · rw [← sub_nonneg, herr]
    exact Finset.sum_nonneg (fun i _ => mul_nonneg (hg i).le (sq_nonneg _))
  · rw [← eq_einsteinFreq_iff hw hsum, ← sub_eq_zero, herr]
    exact spread_eq_zero_iff _ w _ hg

/-- For positive frequencies, positive weights summing to one, and positive `ħ`, `M` and
`k ≠ 0`, the Einstein model never underestimates the zero-point recoil-free fraction, and it
is exact only when all frequencies coincide. -/
theorem recoilFree_le_einstein {p w : ι → ℝ} {ħ M k : ℝ} (hp : ∀ i, 0 < p i)
    (hw : ∀ i, 0 < w i) (hsum : ∑ i, p i = 1) (hħ : 0 < ħ) (hM : 0 < M) (hk : k ≠ 0) :
    recoilFree ħ M k p w ≤ recoilFree ħ M k p (fun _ => einsteinFreq p w) ∧
      (recoilFree ħ M k p w = recoilFree ħ M k p (fun _ => einsteinFreq p w) ↔
        ∀ i j, w i = w j) := by
  obtain ⟨h1, h2⟩ := inv_einsteinFreq_le hp hw hsum
  have hA : 0 < k ^ 2 * (ħ / (2 * M)) := by positivity
  have e1 : recoilFree ħ M k p w =
      Real.exp (-(k ^ 2 * (ħ / (2 * M)) * ∑ i, p i / w i)) := by
    rw [recoilFree, zeroPointMSD, mul_assoc]
  have e2 : recoilFree ħ M k p (fun _ => einsteinFreq p w) =
      Real.exp (-(k ^ 2 * (ħ / (2 * M)) * (1 / einsteinFreq p w))) := by
    rw [recoilFree, zeroPointMSD, ← Finset.sum_div, hsum, mul_assoc]
  rw [e1, e2]
  constructor
  · exact Real.exp_le_exp.mpr (neg_le_neg (mul_le_mul_of_nonneg_left h1 hA.le))
  · rw [Real.exp_eq_exp, neg_inj, mul_right_inj' hA.ne']
    exact h2

/-- For positive frequencies and positive weights summing to one, the recoil-free fraction is
its Einstein value times an explicit factor set by the spread of frequencies about `W`. -/
theorem recoilFree_eq_einstein_mul {p w : ι → ℝ} (ħ M k : ℝ) (hp : ∀ i, 0 < p i)
    (hw : ∀ i, 0 < w i) (hsum : ∑ i, p i = 1) :
    recoilFree ħ M k p w = recoilFree ħ M k p (fun _ => einsteinFreq p w) *
      Real.exp (-(k ^ 2 * (ħ / (2 * M)) *
        ∑ i, p i * (w i + 2 * einsteinFreq p w) / (2 * einsteinFreq p w ^ 3 * w i)
          * (w i - einsteinFreq p w) ^ 2)) := by
  rw [← mean_inv_freq_error hp hw hsum, recoilFree, recoilFree, zeroPointMSD, zeroPointMSD,
    ← Finset.sum_div, hsum, ← Real.exp_add]
  congr 1
  ring

/-- For positive frequencies, positive weights summing to one, and positive `ħ`, `M`, `c`, the
Einstein model never underestimates the magnitude of the zero-point Doppler shift, and it is
exact only when all frequencies coincide. -/
theorem abs_dopplerShift_le_einstein {p w : ι → ℝ} {ħ M c : ℝ} (hp : ∀ i, 0 < p i)
    (hw : ∀ i, 0 < w i) (hsum : ∑ i, p i = 1) (hħ : 0 < ħ) (hM : 0 < M) (hc : 0 < c) :
    |dopplerShift ħ M c p w| ≤ |dopplerShift ħ M c p (fun _ => einsteinFreq p w)| ∧
      (|dopplerShift ħ M c p w| = |dopplerShift ħ M c p (fun _ => einsteinFreq p w)| ↔
        ∀ i j, w i = w j) := by
  have hW := (einsteinFreq_pos_and_sq hp hw hsum).1
  have herr := mean_freq_error hp hw hsum
  have hg : ∀ i, 0 < p i / (2 * einsteinFreq p w) :=
    fun i => div_pos (hp i) (by positivity)
  have hB : 0 < 3 * (ħ / (2 * M)) / (2 * c ^ 2) := by positivity
  -- the magnitude of the shift is proportional to the mean frequency
  have key : ∀ v : ι → ℝ, (∀ i, 0 < v i) → |dopplerShift ħ M c p v| =
      3 * (ħ / (2 * M)) / (2 * c ^ 2) * ∑ i, p i * v i := by
    intro v hv
    have hs : 0 ≤ ∑ i, p i * v i :=
      Finset.sum_nonneg (fun i _ => (mul_pos (hp i) (hv i)).le)
    have e : dopplerShift ħ M c p v =
        -(3 * (ħ / (2 * M)) / (2 * c ^ 2) * ∑ i, p i * v i) := by
      rw [dopplerShift, zeroPointVelSq]
      ring
    rw [e, abs_neg, abs_of_nonneg (mul_nonneg hB.le hs)]
  have e2 : |dopplerShift ħ M c p (fun _ => einsteinFreq p w)| =
      3 * (ħ / (2 * M)) / (2 * c ^ 2) * einsteinFreq p w := by
    rw [key _ (fun _ => hW), ← Finset.sum_mul, hsum, one_mul]
  rw [key w hw, e2]
  constructor
  · refine mul_le_mul_of_nonneg_left ?_ hB.le
    rw [← sub_nonneg, herr]
    exact Finset.sum_nonneg (fun i _ => mul_nonneg (hg i).le (sq_nonneg _))
  · have hz : einsteinFreq p w - ∑ i, p i * w i = 0 ↔ ∀ i, w i = einsteinFreq p w := by
      rw [herr]
      exact spread_eq_zero_iff _ w _ hg
    rw [mul_right_inj' hB.ne', ← eq_einsteinFreq_iff hw hsum, ← hz]
    constructor <;> intro h <;> linarith

end

end MoessbauerEinsteinModel
```

```lean
#print axioms MoessbauerEinsteinModel.recoilFree_le_einstein
#print axioms MoessbauerEinsteinModel.recoilFree_eq_einstein_mul
#print axioms MoessbauerEinsteinModel.abs_dopplerShift_le_einstein
```

```
'MoessbauerEinsteinModel.recoilFree_le_einstein' depends on axioms: [propext, Classical.choice, Quot.sound]
'MoessbauerEinsteinModel.recoilFree_eq_einstein_mul' depends on axioms: [propext, Classical.choice, Quot.sound]
'MoessbauerEinsteinModel.abs_dopplerShift_le_einstein' depends on axioms: [propext, Classical.choice, Quot.sound]
```

## What the Lean statements say about the nucleus

The finite type `ι` labels the modes, and `p` and `w` assign each mode its weight and angular frequency. `einsteinFreq p w` is $W$, while `zeroPointMSD` and `zeroPointVelSq` are $\langle x^2\rangle$ and $\langle v^2\rangle$. The observables are `recoilFree` and `dopplerShift`; the latter is negative, so the theorem about it compares absolute values. The Einstein model has no separate definition: it is the same formula evaluated on the constant spectrum `fun _ => einsteinFreq p w`, with the weights unchanged.

The hypotheses `hp`, `hw` and `hsum` say that weights and frequencies are positive and that the weights sum to one. Modes in which the nucleus does not move along the photon direction are therefore left out of `ι`. A single mode is allowed, and the Einstein model is then exact.

- `inv_einsteinFreq_le` states $1/W\le\sum_i p_i/w_i$ together with its equality condition.
- `recoilFree_le_einstein` carries this over to the recoil-free fraction for positive $\hbar$ and $M$ and nonzero $k$. At $k=0$ both fractions would be one whatever the spectrum.
- `recoilFree_eq_einstein_mul` is the correction factor.
- `abs_dopplerShift_le_einstein` is the bound on the shift, with its equality condition, for positive $\hbar$, $M$ and $c$.

The constants are real parameters, so no unit system is fixed. The step from this model to a real crystal is the use of the zero-point formulas themselves: they enter as definitions and are not derived from a Hamiltonian. They describe harmonic motion at zero temperature with a discrete spectrum, and the factor 3 in the shift assumes an isotropic site. The identification of $MW^2$ with your computed $K$ is likewise physics brought in from outside the code.

## Incomplete weights can reverse the bounds

The normalisation matters in practice. Take one mode with $w=1$ in some unit, but give it weight $p=\tfrac12$. Then $W=1/\sqrt2$. The Lean statements keep the weights unchanged in the Einstein model. They would compare $p/w=0.5$ with $p/W\approx0.707$ in the displacement, and $pw=0.5$ with $pW\approx0.354$ in the velocity, so both of their inequalities are reversed. In neither theorem can the condition $\sum_i p_i=1$ be relaxed to $\sum_i p_i\le1$. Your Einstein formulas instead give the single frequency weight one. The displacement sum is then $1/W\approx1.414$, so the bound on $f$ is again reversed, but the velocity sum is $W\approx0.707$ and the bound on the shift still holds in this example.

Weight goes missing in this way when the uniform translations of a finite cell are deleted from the mode list. Rescaling the remaining weights to sum to one restores the theorems, but $W$ must then be computed from the rescaled weights, and it is larger than $\sqrt{K/M}$. In the example it becomes 1, while $\sqrt{K/M}$ stays at about 0.707, so both bounds fail if you insert the computed $K$: the displacement sum is 1 against about 1.414, and the velocity sum is 1 against about 0.707.

## From the error formulas to the observables in Lean

`einsteinFreq_pos_and_sq` supplies the two facts about $W$ that the algebra needs: $W>0$ and $W^2=\sum_i p_iw_i^2$. It first notes that weights summing to one require at least one mode. `eq_einsteinFreq_iff` shows that "every $w_i$ equals $W$" and "all $w_i$ coincide" are the same condition.

In `mean_freq_error` and `mean_inv_freq_error`, the tactic `generalize` replaces the square root by a plain letter `W` that carries only those two facts. The step `hterm` is the termwise expansion above, checked by `field_simp` and `ring`. The rewriting that follows splits the sum and inserts $W^2$ and 1 for the two known sums.

The equality conditions rest on the Mathlib lemma `Finset.sum_eq_zero_iff_of_nonneg`, used in `spread_eq_zero_iff`. It says that a finite sum of nonnegative terms is zero exactly when each term is zero, and so it turns one equation between numbers into a statement about every mode. The nonnegativity has to be supplied, since $1+(-1)=0$ has no vanishing term; here it comes from the positive coefficient `g i` and `sq_nonneg`. Each vanishing product then leaves two cases. A zero coefficient contradicts `hg`, so the square is zero and $w_i=W$. Because `g` is arbitrary, the lemma serves both error formulas.

`recoilFree_le_einstein` writes both fractions as exponentials with the common positive factor $k^2\hbar/(2M)$. `Real.exp_le_exp` then gives the inequality, and `Real.exp_eq_exp` reduces equality of the fractions to equality of the exponents. In `abs_dopplerShift_le_einstein`, the step `key` shows that the magnitude of the shift is a positive constant times the mean frequency. The first error formula then gives both the bound and the case of equality.
